# The Darboux map multiplies inner products of Dirichlet eigenfunctions by their energy

Let $f$ be a real solution of $-f''+(W^2-W')f=Ef$ on $[a,b]$, with $W$ real and differentiable, and let $g$ be a real $C^1$ function with $g(a)=g(b)=0$. Then

$$\int_a^b (f'+Wf)(g'+Wg)\,dx = E\int_a^b fg\,dx .$$

If $f$ also vanishes at both ends and is not identically zero, then $E>0$. In supersymmetric quantum mechanics, for one particle on a finite interval, this fixes the norm of an eigenstate carried to the partner equation, whose potential is $W^2+W'$: a normalised Dirichlet eigenstate $f$ of energy $E$ has an image of norm $\sqrt E$.

```lean
import Mathlib

open Set

namespace DarbouxInnerProduct

noncomputable section
```

## The map and the equation

The function $W$ is called the superpotential. The Darboux map sends $f$ to $\varphi=f'+Wf$. In Lean the derivative is a separate argument `f'`, which the hypotheses tie to `f`.

```lean
/-- The Darboux map with superpotential `W`, sending a wave function `f` with derivative `f'`
to `f' + W f`. -/
def darboux (W f f' : ℝ → ℝ) : ℝ → ℝ := fun x => f' x + W x * f x
```

Units are chosen so that the kinetic term is $-f''$. The structure `SolvesSchrodinger` records three facts: $W$ has derivative $W'$, $f$ has derivative $f'$, and $f'$ has derivative $(W^2-W'-E)f$. For $a<b$, `HasDerivWithinAt` on `Icc a b` means the ordinary derivative inside the interval and the one-sided derivative at its ends. Continuity of $W'$ is not required, and boundary conditions are stated separately.

```lean
/-- On `[a, b]` the function `f`, with derivative `f'`, solves the Schrödinger equation
`-f'' + (W² - W') f = E f`, where `W'` is the derivative of the superpotential `W`. -/
structure SolvesSchrodinger (a b E : ℝ) (W W' f f' : ℝ → ℝ) : Prop where
  superpotential : ∀ x ∈ Icc a b, HasDerivWithinAt W (W' x) (Icc a b) x
  deriv : ∀ x ∈ Icc a b, HasDerivWithinAt f (f' x) (Icc a b) x
  schrodinger : ∀ x ∈ Icc a b,
    HasDerivWithinAt f' ((W x ^ 2 - W' x - E) * f x) (Icc a b) x
```

## The image solves the partner equation

Differentiate $\varphi$ and insert the Schrödinger equation:

$$\varphi'=(W^2-W'-E)f+W'f+Wf'=W(f'+Wf)-Ef=W\varphi-Ef .$$

The terms in $W'$ cancel. The proof applies the sum and product rules, and `ring` does the cancellation.

```lean
variable {a b E F : ℝ} {W W' f f' g g' : ℝ → ℝ}

/-- The Darboux image `φ = f' + W f` of a solution at energy `E` satisfies the first-order
equation `φ' = W φ - E f`. -/
theorem darboux_deriv (hf : SolvesSchrodinger a b E W W' f f') {x : ℝ} (hx : x ∈ Icc a b) :
    HasDerivWithinAt (darboux W f f') (W x * darboux W f f' x - E * f x) (Icc a b) x := by
  have h : HasDerivWithinAt (darboux W f f')
      ((W x ^ 2 - W' x - E) * f x + (W' x * f x + W x * f' x)) (Icc a b) x :=
    (hf.schrodinger x hx).add ((hf.superpotential x hx).mul (hf.deriv x hx))
  refine h.congr_deriv ?_
  simp only [darboux]
  ring
```

A second differentiation gives

$$\varphi''=W'\varphi+W(W\varphi-Ef)-Ef'=(W^2+W'-E)\varphi ,$$

because $EWf+Ef'=E\varphi$. So $\varphi$ solves the equation with potential $W^2+W'$ at the same energy. Lean states this as the derivative of $W\varphi-Ef$, which the previous step identified as $\varphi'$.

This is a statement about the differential equation alone. If a nonzero $f$ vanishes at the ends, $\varphi$ there satisfies $\varphi'=W\varphi$ and equals $f'$. This value is not zero, because a solution that vanishes together with its derivative at one point is zero everywhere. So $\varphi$ is not a Dirichlet state of the partner.

```lean
/-- The Darboux image of a solution solves the partner equation
`-φ'' + (W² + W') φ = E φ`, written with `φ' = W φ - E f`. -/
theorem darboux_partner (hf : SolvesSchrodinger a b E W W' f f') {x : ℝ} (hx : x ∈ Icc a b) :
    HasDerivWithinAt (fun y => W y * darboux W f f' y - E * f y)
      ((W x ^ 2 + W' x - E) * darboux W f f' x) (Icc a b) x := by
  have h : HasDerivWithinAt (fun y => W y * darboux W f f' y - E * f y)
      ((W' x * darboux W f f' x + W x * (W x * darboux W f f' x - E * f x)) - E * f' x)
      (Icc a b) x :=
    ((hf.superpotential x hx).mul (darboux_deriv hf hx)).sub ((hf.deriv x hx).const_mul E)
  refine h.congr_deriv ?_
  simp only [darboux]
  ring
```

## Integrating the boundary term

By the product rule and the first-order equation for $\varphi$,

$$(\varphi g)'=(W\varphi-Ef)g+\varphi g'=\varphi(g'+Wg)-Efg .$$

Integrate from $a$ to $b$. The left side gives $\varphi(b)g(b)-\varphi(a)g(a)=0$, and the identity follows. Only $g$ has to vanish at the ends, and $g$ need not solve any equation.

In the proof, the `c…` lines establish continuity, `i1` and `i2` integrability, and `hd` the derivative above at interior points. The fundamental theorem of calculus then yields `key`.

```lean
/-- Inner products under the Darboux map: if `f` solves the Schrödinger equation at energy `E`
and `g` is continuously differentiable and vanishes at both ends, then the inner product of the
images is `E` times the inner product of `f` and `g`. -/
theorem integral_darboux_mul_darboux (hab : a ≤ b) (hf : SolvesSchrodinger a b E W W' f f')
    (hg : ∀ x ∈ Icc a b, HasDerivWithinAt g (g' x) (Icc a b) x)
    (hg' : ContinuousOn g' (Icc a b)) (ga : g a = 0) (gb : g b = 0) :
    ∫ x in a..b, darboux W f f' x * darboux W g g' x = E * ∫ x in a..b, f x * g x := by
  have cW : ContinuousOn W (Icc a b) := fun x hx => (hf.superpotential x hx).continuousWithinAt
  have cf : ContinuousOn f (Icc a b) := fun x hx => (hf.deriv x hx).continuousWithinAt
  have cg : ContinuousOn g (Icc a b) := fun x hx => (hg x hx).continuousWithinAt
  have cφ : ContinuousOn (darboux W f f') (Icc a b) :=
    fun x hx => (darboux_deriv hf hx).continuousWithinAt
  have cγ : ContinuousOn (darboux W g g') (Icc a b) := hg'.add (cW.mul cg)
  have i1 : IntervalIntegrable (fun x => darboux W f f' x * darboux W g g' x)
      MeasureTheory.volume a b := (cφ.mul cγ).intervalIntegrable_of_Icc hab
  have i2 : IntervalIntegrable (fun x => E * (f x * g x)) MeasureTheory.volume a b :=
    (continuousOn_const.mul (cf.mul cg)).intervalIntegrable_of_Icc hab
  -- the integrand is the derivative of the boundary term `φ g`
  have hd : ∀ x ∈ Ioo a b, HasDerivAt (fun y => darboux W f f' y * g y)
      (darboux W f f' x * darboux W g g' x - E * (f x * g x)) x := by
    intro x hx
    have hx' := Ioo_subset_Icc_self hx
    have h : HasDerivWithinAt (fun y => darboux W f f' y * g y)
        ((W x * darboux W f f' x - E * f x) * g x + darboux W f f' x * g' x) (Icc a b) x :=
      (darboux_deriv hf hx').mul (hg x hx')
    refine (h.hasDerivAt (Icc_mem_nhds hx.1 hx.2)).congr_deriv ?_
    simp only [darboux]
    ring
  have key := intervalIntegral.integral_eq_sub_of_hasDerivAt_of_le hab (cφ.mul cg) hd
    (i1.sub i2)
  rw [intervalIntegral.integral_sub i1 i2, intervalIntegral.integral_const_mul] at key
  -- the boundary term vanishes with `g`
  simp only [Pi.mul_apply, ga, gb, mul_zero, sub_zero] at key
  linarith
```

## Orthogonality at different energies

Now let $g$ solve the equation with the same $W$ at energy $F\neq E$, with both functions zero at the ends, and write $\gamma=g'+Wg$. Applying the identity in both orders gives

$$E\int_a^b fg\,dx=\int_a^b\varphi\gamma\,dx=F\int_a^b fg\,dx .$$

Hence $(E-F)\int_a^b fg\,dx=0$, so $\int_a^b fg\,dx=0$, and then $\int_a^b\varphi\gamma\,dx=0$ as well.

```lean
/-- Two solutions with different energies that vanish at both ends are orthogonal, and so are
their Darboux images. -/
theorem darboux_orthogonal (hab : a ≤ b) (hEF : E ≠ F)
    (hf : SolvesSchrodinger a b E W W' f f') (hg : SolvesSchrodinger a b F W W' g g')
    (fa : f a = 0) (fb : f b = 0) (ga : g a = 0) (gb : g b = 0) :
    ∫ x in a..b, f x * g x = 0 ∧
      ∫ x in a..b, darboux W f f' x * darboux W g g' x = 0 := by
  have h1 := integral_darboux_mul_darboux hab hf hg.deriv
    (fun x hx => (hg.schrodinger x hx).continuousWithinAt) ga gb
  have h2 := integral_darboux_mul_darboux hab hg hf.deriv
    (fun x hx => (hf.schrodinger x hx).continuousWithinAt) fa fb
  have c1 : ∫ x in a..b, darboux W g g' x * darboux W f f' x =
      ∫ x in a..b, darboux W f f' x * darboux W g g' x :=
    intervalIntegral.integral_congr (fun x _ => mul_comm _ _)
  have c2 : ∫ x in a..b, g x * f x = ∫ x in a..b, f x * g x :=
    intervalIntegral.integral_congr (fun x _ => mul_comm _ _)
  rw [c1, c2] at h2
  have h0 : ∫ x in a..b, f x * g x = 0 := by
    apply mul_left_cancel₀ (sub_ne_zero.mpr hEF)
    linear_combination h2 - h1
  exact ⟨h0, by rw [h1, h0, mul_zero]⟩
```

## Strictly positive energy

Taking $g=f$ gives $\int_a^b\varphi^2\,dx=E\int_a^b f^2\,dx$, which already yields $E\ge0$ for nonzero $f$. To exclude $E=0$, suppose $\varphi=0$ throughout. Then $f'=-Wf$, and since $W$ is continuous on a compact interval, $|W|\le K$ for some $K$. Grönwall's inequality gives

$$|f(x)|\le |f(a)|\,e^{K(x-a)}=0 .$$

```lean
/-- If `W` is continuous on `[a, b]`, a function that vanishes at the left end and is annihilated by
the Darboux map on `[a, b]` is zero on `[a, b]`. -/
theorem eq_zero_of_darboux_eq_zero (hW : ContinuousOn W (Icc a b))
    (hf : ∀ x ∈ Icc a b, HasDerivWithinAt f (f' x) (Icc a b) x) (fa : f a = 0)
    (h0 : ∀ x ∈ Icc a b, darboux W f f' x = 0) : ∀ x ∈ Icc a b, f x = 0 := by
  obtain ⟨K, hK⟩ := isCompact_Icc.exists_bound_of_continuousOn hW
  -- Grönwall's inequality for `f' = -W f` with `|W| ≤ K`
  have hG := norm_le_gronwallBound_of_norm_deriv_right_le (f := f) (f' := f')
    (δ := 0) (K := K) (ε := 0) (a := a) (b := b)
    (fun x hx => (hf x hx).continuousWithinAt)
    (fun x hx => (hf x (Ico_subset_Icc_self hx)).mono_of_mem_nhdsWithin
      (Icc_mem_nhdsGE_of_mem hx))
    (by simp [fa])
    (fun x hx => by
      have hx' := Ico_subset_Icc_self hx
      have e : f' x = -(W x * f x) := by
        have := h0 x hx'
        simp only [darboux] at this
        linarith
      rw [e, norm_neg, norm_mul, add_zero]
      exact mul_le_mul_of_nonneg_right (hK x hx') (norm_nonneg _))
  intro x hx
  have h := hG x hx
  rw [gronwallBound_ε0, zero_mul] at h
  exact norm_le_zero_iff.mp h
```

A nonzero Dirichlet solution therefore has a nonzero image. Both $f$ and $\varphi$ are continuous, so both squared norms are strictly positive (`p1` and `p2`), and their ratio $E$ is positive.

```lean
/-- A solution that vanishes at both ends and is not identically zero on `[a, b]` has strictly
positive energy. -/
theorem energy_pos (hf : SolvesSchrodinger a b E W W' f f') (fa : f a = 0) (fb : f b = 0)
    (hne : ∃ x ∈ Icc a b, f x ≠ 0) : 0 < E := by
  obtain ⟨c, hc, hfc⟩ := hne
  have hac : a < c := lt_of_le_of_ne hc.1 (fun h => hfc (h ▸ fa))
  have hab : a < b := lt_of_lt_of_le hac hc.2
  have cf : ContinuousOn f (Icc a b) := fun x hx => (hf.deriv x hx).continuousWithinAt
  have cφ : ContinuousOn (darboux W f f') (Icc a b) :=
    fun x hx => (darboux_deriv hf hx).continuousWithinAt
  -- the image cannot vanish identically
  have hφ : ∃ d ∈ Icc a b, darboux W f f' d ≠ 0 := by
    by_contra hcon
    push Not at hcon
    exact hfc (eq_zero_of_darboux_eq_zero
      (fun x hx => (hf.superpotential x hx).continuousWithinAt) hf.deriv fa hcon c hc)
  obtain ⟨d, hd, hφd⟩ := hφ
  have p1 : 0 < ∫ x in a..b, f x * f x :=
    intervalIntegral.integral_pos hab (cf.mul cf) (fun x _ => mul_self_nonneg _)
      ⟨c, hc, mul_self_pos.mpr hfc⟩
  have p2 : 0 < ∫ x in a..b, darboux W f f' x * darboux W f f' x :=
    intervalIntegral.integral_pos hab (cφ.mul cφ) (fun x _ => mul_self_nonneg _)
      ⟨d, hd, mul_self_pos.mpr hφd⟩
  rw [integral_darboux_mul_darboux hab.le hf hf.deriv
    (fun x hx => (hf.schrodinger x hx).continuousWithinAt) fa fb] at p2
  by_contra hE
  nlinarith [mul_nonneg (neg_nonneg.mpr (not_lt.mp hE)) p1.le]
```

## A constant superpotential

Take $W=c$ on $[0,\pi]$ and $f(x)=\sin(nx)$ with $n$ a positive integer. The potential is the constant $c^2$, and $f''=-n^2f$, so $E=c^2+n^2$. This is the particle in a box with its energies shifted by $c^2$; the normalised state is $\sqrt{2/\pi}\,\sin(nx)$. The theorem checks the equation, the zeros at both ends, and the value $1$ at $x=\pi/(2n)$, which shows that $f$ is not identically zero.

```lean
/-- For the constant superpotential `c` on `[0, π]`, the function `sin (n x)` with `n ≠ 0` is a
solution at energy `c² + n²`, vanishes at both ends, and equals one at `π / (2 n)`. -/
theorem solvesSchrodinger_witness (c : ℝ) (n : ℕ) (hn : n ≠ 0) :
    SolvesSchrodinger 0 Real.pi (c ^ 2 + (n : ℝ) ^ 2) (fun _ => c) (fun _ => 0)
      (fun x => Real.sin (n * x)) (fun x => n * Real.cos (n * x)) ∧
    Real.sin (n * 0) = 0 ∧ Real.sin (n * Real.pi) = 0 ∧
    Real.sin (n * (Real.pi / (2 * n))) = 1 := by
  have hlin : ∀ x : ℝ, HasDerivAt (fun y : ℝ => (n : ℝ) * y) (n : ℝ) x := fun x => by
    simpa using (hasDerivAt_id' x).const_mul (n : ℝ)
  refine ⟨⟨fun x _ => hasDerivWithinAt_const _ _ _, fun x _ => ?_, fun x _ => ?_⟩,
    by simp, Real.sin_nat_mul_pi n, ?_⟩
  · exact ((hlin x).sin.congr_deriv (by ring)).hasDerivWithinAt
  · exact (((hlin x).cos.const_mul (n : ℝ)).congr_deriv (by ring)).hasDerivWithinAt
  · have hn' : (n : ℝ) ≠ 0 := Nat.cast_ne_zero.mpr hn
    have e : (n : ℝ) * (Real.pi / (2 * n)) = Real.pi / 2 := by field_simp
    rw [e, Real.sin_pi_div_two]

end

end DarbouxInnerProduct
```

```lean
#print axioms DarbouxInnerProduct.darboux_partner
#print axioms DarbouxInnerProduct.integral_darboux_mul_darboux
#print axioms DarbouxInnerProduct.darboux_orthogonal
#print axioms DarbouxInnerProduct.energy_pos
```

```
'DarbouxInnerProduct.darboux_partner' depends on axioms: [propext, Classical.choice, Quot.sound]
'DarbouxInnerProduct.integral_darboux_mul_darboux' depends on axioms: [propext, Classical.choice, Quot.sound]
'DarbouxInnerProduct.darboux_orthogonal' depends on axioms: [propext, Classical.choice, Quot.sound]
'DarbouxInnerProduct.energy_pos' depends on axioms: [propext, Classical.choice, Quot.sound]
```
